# Wigner's 2n+1 Formula for Rayleigh–Schrödinger Energies

The perturbation series is modelled as two given sequences, real energies $E_k$ and vectors $\psi_k$, that satisfy the Rayleigh–Schrödinger equations of every order for $H_0+\lambda V$. No function of $\lambda$ is expanded, so convergence plays no part; that the equations have a solution is assumed.

## Moving one order from ket to bra

Let $H_0$ and $V$ be symmetric, with an inner product that is conjugate-linear in its first argument. The equations are $H_0\psi_0=E_0\psi_0$ and, for $n\ge 0$,

$$H_0\psi_{n+1}+V\psi_n=\sum_{j=0}^{n+1}E_{n+1-j}\,\psi_j .$$

Take $\|\psi_0\|=1$ and $\langle\psi_0,\psi_{n+1}\rangle=0$. This intermediate normalisation means that the corrections contain only what is mixed into the unperturbed state. The claim is that, for every $n\ge 0$,

$$E_{2n+1}=\langle\psi_n,V\psi_n\rangle-\sum_{k,l=1}^{n}E_{2n+1-k-l}\langle\psi_k,\psi_l\rangle .$$

The energies on the right are $E_1,\dots,E_{2n-1}$, and no state beyond $\psi_n$ appears.

Project the order equation on $\psi_0$. Since $\langle\psi_0,H_0\psi_{n+1}\rangle=E_0\langle\psi_0,\psi_{n+1}\rangle=0$, only $j=0$ survives on the right, and $E_{n+1}=\langle\psi_0,V\psi_n\rangle$. This is the case $a=0$ of a more general formula:

$$E_{a+b+1}=\langle\psi_a,V\psi_b\rangle-\sum_{k=1}^{a}\sum_{l=1}^{b}E_{a+b+1-k-l}\langle\psi_k,\psi_l\rangle .$$

Suppose it holds for $a$ and all $b$. Project the equation for $\psi_{b+1}$ on $\psi_{a+1}$:

$$\langle\psi_{a+1},H_0\psi_{b+1}\rangle+\langle\psi_{a+1},V\psi_b\rangle=\sum_{l=1}^{b}E_{b+1-l}\langle\psi_{a+1},\psi_l\rangle+E_0\langle\psi_{a+1},\psi_{b+1}\rangle .$$

Project the equation for $\psi_{a+1}$ on $\psi_{b+1}$ and conjugate, using that the energies are real:

$$\langle H_0\psi_{a+1},\psi_{b+1}\rangle+\langle V\psi_a,\psi_{b+1}\rangle=\sum_{k=1}^{a}E_{a+1-k}\langle\psi_k,\psi_{b+1}\rangle+E_0\langle\psi_{a+1},\psi_{b+1}\rangle .$$

By symmetry of $H_0$ the $H_0$ terms agree, and by symmetry of $V$ we have $\langle V\psi_a,\psi_{b+1}\rangle=\langle\psi_a,V\psi_{b+1}\rangle$, so subtraction gives

$$\langle\psi_a,V\psi_{b+1}\rangle-\sum_{k=1}^{a}E_{a+1-k}\langle\psi_k,\psi_{b+1}\rangle=\langle\psi_{a+1},V\psi_b\rangle-\sum_{l=1}^{b}E_{b+1-l}\langle\psi_{a+1},\psi_l\rangle .$$

The left side consists of the matrix element and the column $l=b+1$ in the formula for $(a,b+1)$. Replacing it by the right side supplies the row $k=a+1$ and gives the formula for $(a+1,b)$. The claim is the case $a=b=n$.

## Third-order energies from first-order states

For $n=1$ the formula reads $E_3=\langle\psi_1,V\psi_1\rangle-E_1\langle\psi_1,\psi_1\rangle$. After the linear solve for $\psi_1$, a code applies $V$ to it once and takes two inner products; no solve for $\psi_2$ is needed. This is how third-order Møller–Plesset energies follow from the first-order wavefunction in a finite basis. If $\psi_2$ is available, comparison with $\langle\psi_0,V\psi_2\rangle$ tests the solver.

## The order equations in Lean

The space `F` need not be complete or finite-dimensional. Operators are defined on all of `F`, which for unbounded operators can be a common invariant domain.

```lean
import Mathlib

open Finset

namespace WignerTwoNPlusOne

noncomputable section

variable {F : Type*} [NormedAddCommGroup F] [InnerProductSpace ℂ F]
```

`IsRSSolution` collects the equations and the normalisation. The type `ℕ → ℝ` makes the energies real. The perturbation is linear in one parameter, and nothing is assumed about degeneracy of $E_0$.

```lean
/-- The energies `E k` and states `ψ k` solve the Rayleigh-Schroedinger equations of all orders
for `H₀ + λ V`, with `ψ 0` a unit vector and every correction orthogonal to `ψ 0`. -/
structure IsRSSolution (H₀ V : F →ₗ[ℂ] F) (E : ℕ → ℝ) (ψ : ℕ → F) : Prop where
  zeroth : H₀ (ψ 0) = (E 0 : ℂ) • ψ 0
  order : ∀ n, H₀ (ψ (n + 1)) + V (ψ n) = ∑ j ∈ range (n + 2), (E (n + 1 - j) : ℂ) • ψ j
  normalized : ‖ψ 0‖ = 1
  intermediate : ∀ n, inner ℂ (ψ 0) (ψ (n + 1)) = 0
```

The first lemma separates the end terms of a sum over orders.

```lean
variable {H₀ H₀' V : F →ₗ[ℂ] F} {E E' : ℕ → ℝ} {ψ φ : ℕ → F}

/-- A sum over the orders `0, ..., n + 1` splits into its two end terms and the orders
`1, ..., n`. -/
theorem sum_orders_split {M : Type*} [AddCommMonoid M] (f : ℕ → M) (n : ℕ) :
    ∑ j ∈ range (n + 2), f j = f 0 + ∑ j ∈ Icc 1 n, f j + f (n + 1) := by
  induction n with
  | zero => simp [Finset.sum_range_succ]
  | succ n ih =>
    rw [Finset.sum_range_succ, ih, Finset.sum_Icc_succ_top (by omega), add_assoc (f 0)]
```

With it, the order equation is projected on a vector orthogonal to $\psi_0$.

```lean
/-- The order equation for `ψ (n + 1)`, projected on a vector `x` orthogonal to `ψ 0`. -/
theorem project_order (h : IsRSSolution H₀ V E ψ) (x : F) (hx : inner ℂ x (ψ 0) = 0) (n : ℕ) :
    inner ℂ x (H₀ (ψ (n + 1))) + inner ℂ x (V (ψ n)) =
      ∑ l ∈ Icc 1 n, (E (n + 1 - l) : ℂ) * inner ℂ x (ψ l)
        + (E 0 : ℂ) * inner ℂ x (ψ (n + 1)) := by
  rw [← inner_add_right, h.order, sum_orders_split]
  simp only [inner_add_right, inner_sum, inner_smul_right, hx, mul_zero, zero_add, Nat.sub_self]
```

Projection on $\psi_0$ itself gives the energy as a matrix element of $V$.

```lean
/-- For symmetric `H₀`, the energy of order `n + 1` is a matrix element of the perturbation between
the unperturbed state and the state of order `n`: `E (n + 1) = ⟨ψ 0, V ψ n⟩`. -/
theorem energy_eq_inner (hH : H₀.IsSymmetric) (h : IsRSSolution H₀ V E ψ) (n : ℕ) :
    (E (n + 1) : ℂ) = inner ℂ (ψ 0) (V (ψ n)) := by
  have h1 : inner ℂ (ψ 0) (H₀ (ψ (n + 1))) = 0 := by
    rw [← hH (ψ 0) (ψ (n + 1)), h.zeroth, inner_smul_left, h.intermediate, mul_zero]
  have h3 : inner ℂ (ψ 0) (ψ 0) = (1 : ℂ) := by
    rw [inner_self_eq_norm_sq_to_K, h.normalized]
    simp
  have h2 := congrArg (fun z => inner ℂ (ψ 0) z) (h.order n)
  simp only [inner_add_right, h1, inner_sum, inner_smul_right, zero_add] at h2
  rw [Finset.sum_range_succ'] at h2
  simp only [h.intermediate, mul_zero, Finset.sum_const_zero, zero_add, Nat.sub_zero, h3,
    mul_one] at h2
  exact h2.symm
```

## The induction and its consequences

In `energy_split`, `e` is the induction hypothesis at `b + 1`, while `R` and `L` are the two projected equations. `hr` and `hl` match the boundary row and column, and `linear_combination` performs the subtraction with the symmetry of both operators.

```lean
/-- For symmetric `H₀` and `V`, the energy of order `a + b + 1` is given by the states up to order
`a` in the bra and up to order `b` in the ket, together with lower energies. -/
theorem energy_split (hH : H₀.IsSymmetric) (hV : V.IsSymmetric) (h : IsRSSolution H₀ V E ψ)
    (a b : ℕ) :
    (E (a + b + 1) : ℂ) = inner ℂ (ψ a) (V (ψ b)) -
      ∑ k ∈ Icc 1 a, ∑ l ∈ Icc 1 b, (E (a + b + 1 - k - l) : ℂ) * inner ℂ (ψ k) (ψ l) := by
  induction a generalizing b with
  | zero =>
    simp only [zero_add, Finset.Icc_eq_empty_of_lt Nat.zero_lt_one, Finset.sum_empty, sub_zero]
    exact energy_eq_inner hH h b
  | succ a ih =>
    have e := ih (b + 1)
    rw [show a + (b + 1) + 1 = a + 1 + b + 1 by omega] at e
    simp only [Finset.sum_Icc_succ_top (show 1 ≤ b + 1 by omega), Finset.sum_add_distrib] at e
    rw [Finset.sum_Icc_succ_top (show 1 ≤ a + 1 by omega)]
    -- the order equations for the ket `ψ (b + 1)` and for the bra `ψ (a + 1)`
    have R := project_order h (ψ (a + 1)) (inner_eq_zero_symm.mp (h.intermediate a)) b
    have L := congrArg (starRingEnd ℂ)
      (project_order h (ψ (b + 1)) (inner_eq_zero_symm.mp (h.intermediate b)) a)
    simp only [map_add, map_sum, map_mul, Complex.conj_ofReal, inner_conj_symm] at L
    -- the boundary terms of the two double sums are those of the order equations
    have hr : ∑ l ∈ Icc 1 b, (E (a + 1 + b + 1 - (a + 1) - l) : ℂ) * inner ℂ (ψ (a + 1)) (ψ l)
        = ∑ l ∈ Icc 1 b, (E (b + 1 - l) : ℂ) * inner ℂ (ψ (a + 1)) (ψ l) :=
      Finset.sum_congr rfl fun l _ => by
        rw [show a + 1 + b + 1 - (a + 1) - l = b + 1 - l by omega]
    have hl : ∑ k ∈ Icc 1 a, (E (a + 1 + b + 1 - k - (b + 1)) : ℂ) * inner ℂ (ψ k) (ψ (b + 1))
        = ∑ k ∈ Icc 1 a, (E (a + 1 - k) : ℂ) * inner ℂ (ψ k) (ψ (b + 1)) :=
      Finset.sum_congr rfl fun k _ => by
        rw [show a + 1 + b + 1 - k - (b + 1) = a + 1 - k by omega]
    rw [hr]
    rw [hl] at e
    -- symmetry moves `H₀` and `V` between bra and ket
    linear_combination e - R + L - hH (ψ (a + 1)) (ψ (b + 1)) - hV (ψ a) (ψ (b + 1))
```

The equal split is the main theorem.

```lean
/-- Wigner's 2n+1 theorem: for symmetric `H₀` and `V`, the energy of order `2n + 1` is given by
the corrections `ψ 1, ..., ψ n` (for `n = 0`, by `ψ 0`) and lower energies. -/
theorem wigner_two_n_add_one (hH : H₀.IsSymmetric) (hV : V.IsSymmetric)
    (h : IsRSSolution H₀ V E ψ) (n : ℕ) :
    (E (2 * n + 1) : ℂ) = inner ℂ (ψ n) (V (ψ n)) -
      ∑ k ∈ Icc 1 n, ∑ l ∈ Icc 1 n, (E (2 * n + 1 - k - l) : ℂ) * inner ℂ (ψ k) (ψ l) := by
  rw [show 2 * n + 1 = n + n + 1 by omega]
  exact energy_split hH hV h n n
```

Taking $a=n+1$, $b=n$ gives the even orders from the second on.

```lean
/-- The companion formula for even orders: for symmetric `H₀` and `V`, the energy of order
`2n + 2` is given by the states up to `ψ (n + 1)` and lower energies. -/
theorem energy_even (hH : H₀.IsSymmetric) (hV : V.IsSymmetric)
    (h : IsRSSolution H₀ V E ψ) (n : ℕ) :
    (E (2 * n + 2) : ℂ) = inner ℂ (ψ (n + 1)) (V (ψ n)) -
      ∑ k ∈ Icc 1 (n + 1), ∑ l ∈ Icc 1 n,
        (E (2 * n + 2 - k - l) : ℂ) * inner ℂ (ψ k) (ψ l) := by
  rw [show 2 * n + 2 = n + 1 + n + 1 by omega]
  exact energy_split hH hV h (n + 1) n
```

The lower energies in these formulas are themselves fixed by the same states. Strong induction, writing each order as $a+b+1$ with $a,b\le n$, shows that $V$ and $\psi_0,\dots,\psi_n$ determine $E_1,\dots,E_{2n+1}$, even if $H_0$ differs. $E_0$ is not included.

```lean
/-- Two problems with the same symmetric perturbation `V`, possibly different symmetric
unperturbed Hamiltonians, and the same states through order `n` have the same energies of
orders `1, ..., 2n + 1`. -/
theorem energies_determined (hH : H₀.IsSymmetric) (hH' : H₀'.IsSymmetric) (hV : V.IsSymmetric)
    (h : IsRSSolution H₀ V E ψ) (h' : IsRSSolution H₀' V E' φ) (n : ℕ)
    (hψ : ∀ k ≤ n, ψ k = φ k) (m : ℕ) (h1 : 1 ≤ m) (h2 : m ≤ 2 * n + 1) : E m = E' m := by
  induction m using Nat.strong_induction_on with
  | _ m ih =>
    -- write the order as `a + b + 1` with `a` and `b` at most `n`
    obtain ⟨a, b, ha, hb, rfl⟩ : ∃ a b, a ≤ n ∧ b ≤ n ∧ m = a + b + 1 :=
      ⟨(m - 1) / 2, m - 1 - (m - 1) / 2, by omega, by omega, by omega⟩
    have key : (E (a + b + 1) : ℂ) = (E' (a + b + 1) : ℂ) := by
      rw [energy_split hH hV h a b, energy_split hH' hV h' a b, hψ a ha, hψ b hb]
      congr 1
      refine Finset.sum_congr rfl fun k hk => Finset.sum_congr rfl fun l hl => ?_
      rw [Finset.mem_Icc] at hk hl
      rw [hψ k (by omega), hψ l (by omega),
        ih (a + b + 1 - k - l) (by omega) (by omega) (by omega)]
    exact_mod_cast key
```

## A three-level example

The hypotheses are satisfied by a system whose $H_0$ and $V$ do not commute.

```lean
/-- The unperturbed three-level Hamiltonian `diag(0, 1, -1)`. -/
def threeLevelH : EuclideanSpace ℂ (Fin 3) →ₗ[ℂ] EuclideanSpace ℂ (Fin 3) where
  toFun x := !₂[0, x 1, -x 2]
  map_add' x y := by ext i; fin_cases i <;> simp; ring
  map_smul' c x := by ext i; fin_cases i <;> simp

/-- A perturbation that couples level 0 to levels 1 and 2 and shifts all levels by one. -/
def threeLevelV : EuclideanSpace ℂ (Fin 3) →ₗ[ℂ] EuclideanSpace ℂ (Fin 3) where
  toFun x := !₂[x 0 + x 1 + x 2, x 0 + x 1, x 0 + x 2]
  map_add' x y := by ext i; fin_cases i <;> simp <;> ring
  map_smul' c x := by ext i; fin_cases i <;> simp <;> ring
```

Only the first-order energy is non-zero.

```lean
/-- The three-level energies: one at first order, zero at all other orders. -/
def threeLevelEnergy (n : ℕ) : ℝ := if n = 1 then 1 else 0
```

The correction $\psi_1=(0,-1,1)$ has squared norm 2, and the series for the state stops there.

```lean
/-- The three-level states: `(1, 0, 0)`, then `(0, -1, 1)`, then zero. -/
def threeLevelState : ℕ → EuclideanSpace ℂ (Fin 3)
  | 0 => !₂[1, 0, 0]
  | 1 => !₂[0, -1, 1]
  | _ + 2 => 0
```

Here $V\psi_1=\psi_1$, so the third-order formula gives $E_3=2-1\cdot 2=0$, as listed. The proof checks the low orders by components; from third order on, every term vanishes.

```lean
/-- The three-level Hamiltonian and perturbation are symmetric, and the listed energies and
states solve their order equations with intermediate normalisation. -/
theorem threeLevel_witness : threeLevelH.IsSymmetric ∧ threeLevelV.IsSymmetric ∧
    IsRSSolution threeLevelH threeLevelV threeLevelEnergy threeLevelState := by
  refine ⟨fun x y => ?_, fun x y => ?_, ?_, ?_, ?_, ?_⟩
  · simp [threeLevelH, PiLp.inner_apply, Fin.sum_univ_three]
  · simp [threeLevelV, PiLp.inner_apply, Fin.sum_univ_three]
    ring
  · ext i
    fin_cases i <;> simp [threeLevelH, threeLevelEnergy, threeLevelState]
  · rintro (_ | _ | n)
    · ext i
      fin_cases i <;> simp [threeLevelH, threeLevelV, threeLevelEnergy, threeLevelState,
        Finset.sum_range_succ]
    · ext i
      fin_cases i <;> simp [threeLevelH, threeLevelV, threeLevelEnergy, threeLevelState,
        Finset.sum_range_succ]
    · -- from third order on, every term vanishes
      rw [show threeLevelState (n + 1 + 1 + 1) = 0 from rfl,
        show threeLevelState (n + 1 + 1) = 0 from rfl, map_zero, map_zero, add_zero]
      symm
      apply Finset.sum_eq_zero
      rintro (_ | _ | j) _ <;> simp [threeLevelEnergy, threeLevelState]
  · simp [threeLevelState, EuclideanSpace.norm_eq, Fin.sum_univ_three]
  · rintro (_ | n) <;> simp [threeLevelState, PiLp.inner_apply, Fin.sum_univ_three]

end

end WignerTwoNPlusOne
```

```lean
#print axioms WignerTwoNPlusOne.wigner_two_n_add_one
-- 'WignerTwoNPlusOne.wigner_two_n_add_one' depends on axioms: [propext, Classical.choice, Quot.sound]
#print axioms WignerTwoNPlusOne.energy_even
-- 'WignerTwoNPlusOne.energy_even' depends on axioms: [propext, Classical.choice, Quot.sound]
#print axioms WignerTwoNPlusOne.energies_determined
-- 'WignerTwoNPlusOne.energies_determined' depends on axioms: [propext, Classical.choice, Quot.sound]
```
